# For positive frequencies and temperature, the harmonic partition function is $\prod_s 1/(2\sinh(w_s/2T))$

Suppose a phonon calculation returns two unstable modes, recorded as negative frequencies, and they are put into the product in the title. If all other frequencies are positive, exactly two factors are negative, their signs cancel, and the result is a finite positive number that looks like a partition function. The sum over states that it should represent diverges. The product therefore needs a convergence statement with it: for finitely many modes at temperature $T>0$, in units with $\hbar=k_B=1$, the sum converges exactly when every frequency $w_s$ is positive, and then it equals the product.

## Occupations, energies and weights

The modes $s$ form a finite set `ι`, which may be empty. They are independent, as in the harmonic approximation for a finite crystal.

```lean
import Mathlib

open Finset

namespace HarmonicPartitionFunction

noncomputable section

variable {ι : Type*} [Fintype ι]
```

An occupation $n$ assigns a number of quanta $n_s\in\mathbb N$ to each mode, so its type is `ι → ℕ`. With $\hbar=1$, its energy is

$$E(n)=\sum_s w_s\left(n_s+\tfrac12\right).$$

This oscillator spectrum is taken as the definition and is not derived from a Hamiltonian. The frequencies `w` are arbitrary reals; positivity enters later as a hypothesis.

```lean
/-- Energy of the harmonic crystal with `n s` quanta in mode `s` of frequency `w s`,
zero-point energy included (units with ħ = 1). -/
def energy (w : ι → ℝ) (n : ι → ℕ) : ℝ := ∑ s, w s * ((n s : ℝ) + 1 / 2)
```

With $k_B=1$, the Boltzmann weight is $e^{-E(n)/T}$.

```lean
/-- Boltzmann weight of the occupation `n` at temperature `T` (units with k_B = 1). -/
def boltzmann (T : ℝ) (w : ι → ℝ) (n : ι → ℕ) : ℝ := Real.exp (-energy w n / T)
```

The partition function $Z$ is the sum of these weights over all occupations. Lean's `∑'` returns 0 for a divergent sum, so `partitionFunction` has physical meaning only where convergence is known.

```lean
/-- Canonical partition function: the sum of the Boltzmann weights over all occupations. -/
def partitionFunction (T : ℝ) (w : ι → ℝ) : ℝ := ∑' n : ι → ℕ, boltzmann T w n
```

## From a sum over occupations to one-mode sums

The energy is additive, so the exponential factorises:

$$e^{-E(n)/T}=\prod_s e^{-w_s(n_s+1/2)/T}.$$

```lean
/-- The Boltzmann weight of an occupation is the product of the weights of the single modes. -/
theorem boltzmann_eq_prod (T : ℝ) (w : ι → ℝ) (n : ι → ℕ) :
    boltzmann T w n = ∏ s, Real.exp (-(w s * ((n s : ℝ) + 1 / 2)) / T) := by
  unfold boltzmann energy
  rw [← Real.exp_sum, ← Finset.sum_div, Finset.sum_neg_distrib]
```

Let $f_s(k)\ge 0$ be one-mode weights with sums $a_s$. The claim is that the sum over occupations of $\prod_s f_s(n_s)$ is $\prod_s a_s$, by induction on the number of modes. For no modes there is one occupation, and both the sum and the product equal 1. For $N+1$ modes, split off the first:

$$\sum_{n_0,\dots,n_N}\prod_{s=0}^{N} f_s(n_s)=\Big(\sum_{n_0}f_0(n_0)\Big)\Big(\sum_{n_1,\dots,n_N}\prod_{s=1}^{N} f_s(n_s)\Big)=\prod_{s=0}^{N} a_s.$$

Nonnegativity makes the double sum converge, which is the role of `mul_of_nonneg`. `Fin.consEquiv` identifies an occupation with its first entry and the rest.

```lean
/-- For modes numbered `0, …, N - 1` with nonnegative weights, the sum over all occupations of
the product of the weights is the product of the one-mode sums. -/
theorem hasSum_prod_fin (N : ℕ) : ∀ (f : Fin N → ℕ → ℝ) (a : Fin N → ℝ),
    (∀ s k, 0 ≤ f s k) → (∀ s, HasSum (f s) (a s)) →
    HasSum (fun n : Fin N → ℕ => ∏ s, f s (n s)) (∏ s, a s) := by
  induction N with
  | zero =>
    intro f a _ _
    simp
  | succ N ih =>
    intro f a hf ha
    have ih' := ih (fun s => f s.succ) (fun s => a s.succ)
      (fun s k => hf s.succ k) (fun s => ha s.succ)
    -- the double sum over the first mode and the remaining ones converges absolutely
    have hs := (ha 0).summable.mul_of_nonneg ih'.summable (hf 0)
      (fun n => Finset.prod_nonneg fun s _ => hf s.succ (n s))
    have h := (ha 0).mul ih' hs
    have hfe : (fun n : Fin (N + 1) → ℕ => ∏ s, f s (n s)) ∘
        (Fin.consEquiv (fun _ : Fin (N + 1) => ℕ)) =
        fun x => f 0 x.1 * ∏ s : Fin N, f s.succ (x.2 s) := by
      funext p
      simp [Fin.consEquiv, Fin.prod_univ_succ]
    rw [← (Fin.consEquiv (fun _ : Fin (N + 1) => ℕ)).hasSum_iff, Fin.prod_univ_succ, hfe]
    exact h
```

Physical modes carry labels such as wavevector and branch. Numbering them changes neither the sum nor the product.

```lean
/-- For any finite set of independent modes with nonnegative weights, the sum over all
occupations of the product of the weights is the product of the one-mode sums. -/
theorem hasSum_prod_modes (f : ι → ℕ → ℝ) (a : ι → ℝ)
    (hf : ∀ s k, 0 ≤ f s k) (ha : ∀ s, HasSum (f s) (a s)) :
    HasSum (fun n : ι → ℕ => ∏ s, f s (n s)) (∏ s, a s) := by
  -- number the modes and relabel
  let e := Fintype.equivFin ι
  have h := hasSum_prod_fin _ (fun j => f (e.symm j)) (fun j => a (e.symm j))
    (fun j k => hf (e.symm j) k) (fun j => ha (e.symm j))
  rw [← (Equiv.arrowCongr e.symm (Equiv.refl ℕ)).hasSum_iff]
  convert h using 1
  · funext n
    rw [← Equiv.prod_comp e]
    simp [Equiv.arrowCongr]
  · exact (Equiv.prod_comp e.symm a).symm
```

## The geometric series of one mode

Taking out the growing exponential gives

$$2\sinh x=e^x-e^{-x}=e^x\left(1-e^{-2x}\right).$$

```lean
/-- Twice the hyperbolic sine of `x`, written with `exp x` taken out as a factor. -/
theorem two_sinh_eq (x : ℝ) :
    2 * Real.sinh x = Real.exp x * (1 - Real.exp (-(2 * x))) := by
  rw [Real.sinh_eq, mul_sub, ← Real.exp_add, show x + -(2 * x) = -x by ring]
  ring
```

For $w_s>0$ the ratio $e^{-w_s/T}$ is below 1, and with $x=w_s/(2T)$

$$\sum_{k=0}^\infty e^{-w_s(k+1/2)/T}=\frac{e^{-w_s/(2T)}}{1-e^{-w_s/T}}=\frac{1}{2\sinh(w_s/(2T))}.$$

In the proof, `hterm` exposes the series and `hval` rewrites its value; the previous product rule combines the modes. `HasSum` says that the sum of the weights converges to the stated product.

```lean
/-- **Harmonic partition function.** At positive temperature and for positive frequencies, the
Boltzmann weights of all occupations sum to the product of `1 / (2 sinh (w s / (2 T)))`. -/
theorem hasSum_boltzmann {T : ℝ} (hT : 0 < T) {w : ι → ℝ} (hw : ∀ s, 0 < w s) :
    HasSum (boltzmann T w) (∏ s, 1 / (2 * Real.sinh (w s / (2 * T)))) := by
  have hfun : boltzmann T w =
      fun n : ι → ℕ => ∏ s, Real.exp (-(w s * ((n s : ℝ) + 1 / 2)) / T) :=
    funext (boltzmann_eq_prod T w)
  rw [hfun]
  refine hasSum_prod_modes (fun s k => Real.exp (-(w s * ((k : ℝ) + 1 / 2)) / T)) _
    (fun s k => (Real.exp_pos _).le) ?_
  intro s
  -- each mode contributes a geometric series with ratio exp (-w/T)
  have hy : 0 < w s / T := div_pos (hw s) hT
  have hq : Real.exp (-(w s / T)) < 1 := Real.exp_lt_one_iff.mpr (by linarith)
  have hg := (hasSum_geometric_of_lt_one (Real.exp_pos _).le hq).mul_left
    (Real.exp (-(w s / (2 * T))))
  have hterm : (fun k : ℕ => Real.exp (-(w s * ((k : ℝ) + 1 / 2)) / T)) =
      fun k : ℕ => Real.exp (-(w s / (2 * T))) * Real.exp (-(w s / T)) ^ k := by
    funext k
    rw [← Real.exp_nat_mul, ← Real.exp_add]
    congr 1
    ring
  have hval : 1 / (2 * Real.sinh (w s / (2 * T))) =
      Real.exp (-(w s / (2 * T))) * (1 - Real.exp (-(w s / T)))⁻¹ := by
    rw [two_sinh_eq, show -(2 * (w s / (2 * T))) = -(w s / T) by ring, one_div, mul_inv,
      Real.exp_neg (w s / (2 * T))]
  change HasSum (fun k : ℕ => Real.exp (-(w s * ((k : ℝ) + 1 / 2)) / T))
    (1 / (2 * Real.sinh (w s / (2 * T))))
  rw [hterm, hval]
  exact hg
```

## Divergence when a frequency is zero or negative

If $w_s\le 0$, put $k$ quanta in mode $s$ and none elsewhere. The energy is $E(0)+k\,w_s\le E(0)$, so every such weight is at least $e^{-E(0)/T}>0$. Infinitely many distinct occupations then have weights that do not tend to zero, and the sum diverges. `Pi.single s k` is this one-mode excitation.

A uniform translation of a crystal has zero frequency and must be treated separately. For an unstable mode, the ladder with negative $w_s$ is only a formal continuation of the oscillator spectrum.

```lean
/-- At positive temperature the sum over occupations converges exactly when every mode has a
positive frequency. -/
theorem summable_boltzmann_iff {T : ℝ} (hT : 0 < T) (w : ι → ℝ) :
    Summable (boltzmann T w) ↔ ∀ s, 0 < w s := by
  classical
  refine ⟨fun h s => ?_, fun hw => (hasSum_boltzmann hT hw).summable⟩
  by_contra hs
  have hs' : w s ≤ 0 := not_lt.mp hs
  -- excite only the offending mode
  have hinj : Function.Injective (fun k : ℕ => (Pi.single s k : ι → ℕ)) := by
    intro k l hkl
    simpa using congrFun hkl s
  have ht := (h.comp_injective hinj).tendsto_atTop_zero
  have hle : ∀ k : ℕ, boltzmann T w 0 ≤
      (boltzmann T w ∘ fun k : ℕ => (Pi.single s k : ι → ℕ)) k := by
    intro k
    have hE : energy w (Pi.single s k) ≤ energy w 0 := by
      unfold energy
      refine Finset.sum_le_sum fun i _ => ?_
      by_cases hi : i = s
      · subst hi
        have hk : (0 : ℝ) ≤ (k : ℝ) := Nat.cast_nonneg k
        simp only [Pi.single_eq_same, Pi.zero_apply, Nat.cast_zero]
        nlinarith [mul_nonneg (neg_nonneg.mpr hs') hk]
      · simp [Pi.single_eq_of_ne hi]
    change Real.exp (-energy w 0 / T) ≤ Real.exp (-energy w (Pi.single s k) / T)
    apply Real.exp_le_exp.mpr
    gcongr
  -- the weights stay above a positive constant, so they cannot tend to zero
  have h0 : boltzmann T w 0 ≤ 0 := ge_of_tendsto' ht hle
  exact absurd h0 (not_le_of_gt (Real.exp_pos _))
```

## Free energy and the classical bound

For positive frequencies, the logarithm turns the product into a sum:

$$-T\ln Z=\sum_s T\ln\left(2\sinh\frac{w_s}{2T}\right)=\sum_s\left[\frac{w_s}{2}+T\ln\left(1-e^{-w_s/T}\right)\right].$$

This is the vibrational free energy added to electronic-structure energies when finitely many modes are treated as harmonic and independent.

```lean
/-- At positive temperature and for positive frequencies, the Helmholtz free energy `-T log Z` is
the sum over modes of the zero-point energy `w s / 2` and the thermal term `T log (1 - exp (-w s /
T))`. -/
theorem free_energy_eq {T : ℝ} (hT : 0 < T) {w : ι → ℝ} (hw : ∀ s, 0 < w s) :
    -T * Real.log (partitionFunction T w) =
      ∑ s, (w s / 2 + T * Real.log (1 - Real.exp (-w s / T))) := by
  have hZ : partitionFunction T w = ∏ s, 1 / (2 * Real.sinh (w s / (2 * T))) :=
    (hasSum_boltzmann hT hw).tsum_eq
  have hne : ∀ s ∈ (Finset.univ : Finset ι), 1 / (2 * Real.sinh (w s / (2 * T))) ≠ 0 := by
    intro s _
    have hx : 0 < w s / (2 * T) := div_pos (hw s) (by linarith)
    have hsinh : 0 < Real.sinh (w s / (2 * T)) := Real.sinh_pos_iff.mpr hx
    positivity
  rw [hZ, Real.log_prod hne, Finset.mul_sum]
  refine Finset.sum_congr rfl fun s _ => ?_
  have hy : 0 < w s / T := div_pos (hw s) hT
  have hq : Real.exp (-w s / T) < 1 := Real.exp_lt_one_iff.mpr (by rw [neg_div]; linarith)
  have h3 : T * (w s / (2 * T)) = w s / 2 := by field_simp
  rw [two_sinh_eq, show -(2 * (w s / (2 * T))) = -w s / T by ring, one_div, Real.log_inv,
    Real.log_mul (Real.exp_ne_zero _) (by linarith : (0 : ℝ) < 1 - Real.exp (-w s / T)).ne',
    Real.log_exp]
  linear_combination h3
```

For a classical oscillator of unit mass, the partition function is the phase-space integral $\frac{1}{2\pi}\iint e^{-(p^2+w_s^2q^2)/(2T)}\,dq\,dp=T/w_s$, with $\hbar=1$. Since $x<\sinh x$ for $x>0$, each mode satisfies

$$\frac{1}{2\sinh(w_s/(2T))}<\frac{T}{w_s}.$$

The factors are positive, so multiplying preserves the strict inequality when there is at least one mode. With none, both products are 1.

```lean
/-- At positive temperature, for positive frequencies and with at least one mode, the quantum
partition function is strictly smaller than the classical value, the product of `T / w s`. -/
theorem partitionFunction_lt_classical [Nonempty ι] {T : ℝ} (hT : 0 < T) {w : ι → ℝ}
    (hw : ∀ s, 0 < w s) : partitionFunction T w < ∏ s, T / w s := by
  have hZ : partitionFunction T w = ∏ s, 1 / (2 * Real.sinh (w s / (2 * T))) :=
    (hasSum_boltzmann hT hw).tsum_eq
  rw [hZ]
  have hx : ∀ s, 0 < w s / (2 * T) := fun s => div_pos (hw s) (by linarith)
  refine Finset.prod_lt_prod_of_nonempty (fun s _ => ?_) (fun s _ => ?_) Finset.univ_nonempty
  · have hsinh : 0 < Real.sinh (w s / (2 * T)) := Real.sinh_pos_iff.mpr (hx s)
    positivity
  · -- mode by mode this is x < sinh x
    have hlt : w s / (2 * T) < Real.sinh (w s / (2 * T)) := Real.self_lt_sinh_iff.mpr (hx s)
    have hws : w s ≠ 0 := (hw s).ne'
    have hcl : T / w s = 1 / (2 * (w s / (2 * T))) := by field_simp
    rw [hcl]
    exact one_div_lt_one_div_of_lt (by linarith [hx s]) (by linarith)

end

end HarmonicPartitionFunction
```

## One mode with $w/T=2\ln 2$

Here $e^{-w/(2T)}=1/2$ and $e^{-w/T}=1/4$, so

$$Z=\tfrac12+\tfrac18+\tfrac1{32}+\dots=\frac{1/2}{1-1/4}=\frac23.$$

The classical value is $1/(2\ln 2)\approx 0.721$, which is larger, as it should be. Forgetting the zero-point energy removes the factor $1/2$ and gives $4/3$, on the wrong side of the classical value.

```lean
#print axioms HarmonicPartitionFunction.summable_boltzmann_iff
-- 'HarmonicPartitionFunction.summable_boltzmann_iff' depends on axioms: [propext, Classical.choice, Quot.sound]
#print axioms HarmonicPartitionFunction.free_energy_eq
-- 'HarmonicPartitionFunction.free_energy_eq' depends on axioms: [propext, Classical.choice, Quot.sound]
#print axioms HarmonicPartitionFunction.partitionFunction_lt_classical
-- 'HarmonicPartitionFunction.partitionFunction_lt_classical' depends on axioms: [propext, Classical.choice, Quot.sound]
```
